# For an invertible PAW transformation, the overlap term cancels the force from the moving basis

## Definitions and conventions

Let t be a real nuclear coordinate. The all-electron Hamiltonian H(t) is a finite complex matrix in a fixed orthonormal basis, and the matrix T(t) carries a pseudo vector c to the all-electron vector Tc. A dagger denotes the adjoint, written `ᴴ` in Lean. The pseudo-Hamiltonian and the overlap are

H̃ = T†HT,  S = T†T.

The inner product ⟨x,y⟩ is conjugate-linear in x. A prime denotes the derivative with respect to t, taken at a fixed point t₀; all other quantities are also evaluated there. The number e is real. In the theorems e and the pseudo vectors c and d are fixed; only the next section lets e and c vary with t.

## Which force is at stake

The pseudo eigenproblem is

H̃c = eSc.

If e and c can be followed differentiably in t, differentiating this equation and pairing it with c gives

e′⟨c,Sc⟩ = ⟨c,(H̃′ − eS′)c⟩.

The terms with c′ vanish because H̃ − eS is Hermitian and annihilates c. For a state normalised by ⟨c,Sc⟩ = 1, the right side is therefore the slope of the level, and the force is its negative. Below, "generalized force" means the right side itself, without the minus sign.

Both H̃′ and S′ contain T′, the motion of the augmented basis. An all-electron calculation in the fixed basis would give only the Hellmann-Feynman expression ⟨Tc,H′Tc⟩. The question is whether the T′ terms cancel.

## The force formula and its derivation

Suppose that H and T are differentiable at t₀, that H is Hermitian and T invertible there, and that c and d both solve the pseudo eigenproblem at t₀ with the same e. Then

⟨d,(H̃′ − eS′)c⟩ = ⟨Td,H′Tc⟩.

The case d = c is the generalized force of one state. The two-vector form supplies the force matrix within a degenerate level.

The product rule gives

H̃′ = T′†HT + T†H′T + T†HT′,

S′ = T′†T + T†T′.

Subtract e times the second line from the first and collect terms:

H̃′ − eS′ = T†H′T + T′†(H − e)T + T†(H − e)T′.

Now take the matrix element between d and c. Since H is Hermitian and e is real, H − e may be moved to the left slot in the last term:

⟨d,(H̃′ − eS′)c⟩ = ⟨Td,H′Tc⟩ + ⟨T′d,(H − e)Tc⟩ + ⟨(H − e)Td,T′c⟩.

This identity needs neither an eigenvector nor an invertible T. The basis motion enters only through the residuals (H − e)Tc and (H − e)Td.

The pseudo eigenproblem for c says

T†(H − e)Tc = 0.

If T is invertible, so is T†, and cancelling it leaves (H − e)Tc = 0. The same holds for d, so both extra terms vanish. For d = c the result can be rearranged as

⟨c,H̃′c⟩ = ⟨Tc,H′Tc⟩ + e⟨c,S′c⟩.

The spurious part of ⟨c,H̃′c⟩ is thus exactly what the overlap term subtracts.

## A cancellation, and a singular T that spoils it

Take the constant Hamiltonian with rows (1,1) and (1,1), and let T stretch the first basis function by 1 + t. At t = 0 the vector c = (1,1) solves the eigenproblem with e = 2. The terms ⟨c,H̃′c⟩ and e⟨c,S′c⟩ are both 4, or both 2 after normalisation, since ⟨c,Sc⟩ = 2. Their difference is zero, as it should be for a constant H.

Now keep the same H but use a single moving orbital (1,t). At t = 0 it is normalised and solves its one-dimensional pseudo eigenproblem with e = 1. Here S′ = 0, so the overlap term removes nothing, and the generalized force is 2 although H is constant. The residual is (0,1), which is also the direction in which the orbital moves, so each extra term contributes 1. The value 2 is the true slope at t = 0 of the one-orbital level (1 + t)²/(1 + t²); the Hellmann-Feynman expression, here zero, misses it. Adding a zero column to T gives a square singular matrix with the same mismatch.

## Projector derivatives in a PAW code

In a code, the overlap and the nonlocal part of H̃ are built from projectors pᵢ that move with the atom:

S = 1 + Σᵢⱼ |pᵢ⟩ qᵢⱼ ⟨pⱼ|,  H̃ₙₗ = Σᵢⱼ |pᵢ⟩ Dᵢⱼ ⟨pⱼ|.

Here qᵢⱼ is the overlap of the all-electron partial waves i and j minus that of the corresponding pseudo partial waves, and the Dᵢⱼ are the strengths of the nonlocal part. With fixed plane waves and Hermitian D and q, the motion of the projectors contributes

2 Re Σᵢⱼ ⟨c,pᵢ′⟩ (Dᵢⱼ − e qᵢⱼ) ⟨pⱼ,c⟩

to the generalized force of one state. The combination D − eq is where the overlap term appears in the force routine. In the force on the atom this term is summed over the states with their occupations and a minus sign. The other contributions have to be derived from the total energy, which is not treated here.

## The Lean statement in physical terms

`paw_force_matrix` is the two-vector formula and `paw_force` its diagonal case. `HasMatDeriv` means that every matrix entry is differentiable at the given point with the stated derivative, so no matrix norm has to be chosen. `Hp'` and `S'` stand for H̃′ and S′: the hypotheses `hHp` and `hS` say that they are the derivatives of the constructed matrices `pseudoH` and `overlap`. The expression `star d ⬝ᵥ v` is ⟨d,v⟩, and `IsUnit (T t₀)` is invertibility. Hermiticity and invertibility are required only at t₀. No normalisation is imposed, and the eigenvectors need not be differentiable.

For electronic structure, the theorem shows that H̃′ − eS′ reproduces the all-electron Hellmann-Feynman value within a finite-dimensional one-electron model with an invertible transformation. The use of H̃′ − eS′ as the slope of a level rests on the formula derived at the start, which does not need invertibility. With a finite plane-wave cutoff, T maps into a larger all-electron space and is rectangular, so the residual terms need not vanish. The theorem does not use the specific PAW form of T, built from partial waves and projectors. It also leaves aside self-consistency, the total energy and the error of a truncated partial-wave set.

```lean
import Mathlib

open Matrix

namespace PAWForces

noncomputable section

variable {l m n : Type*} [Fintype m]

/-- The matrix `A'` is the derivative of the matrix function `A` at `t`, entry by entry. -/
def HasMatDeriv (A : ℝ → Matrix m n ℂ) (A' : Matrix m n ℂ) (t : ℝ) : Prop :=
  ∀ i j, HasDerivAt (fun s => A s i j) (A' i j) t

/-- The pseudo-Hamiltonian `T* H T` built from the all-electron Hamiltonian `H` and the
transformation `T`. -/
def pseudoH (H : Matrix m m ℂ) (T : Matrix m n ℂ) : Matrix n n ℂ := Tᴴ * H * T

/-- The PAW overlap matrix `T* T`. -/
def overlap (T : Matrix m n ℂ) : Matrix n n ℂ := Tᴴ * T

/-- The all-electron residual `(H - e) T c` of a pseudo vector `c` at energy `e`. -/
def residual [Fintype n] (H : Matrix m m ℂ) (T : Matrix m n ℂ) (e : ℝ) (c : n → ℂ) : m → ℂ :=
  H *ᵥ (T *ᵥ c) - (e : ℂ) • (T *ᵥ c)

/-- Product rule for matrix functions, with the order of the factors kept. -/
theorem HasMatDeriv.mul {A : ℝ → Matrix l m ℂ} {B : ℝ → Matrix m n ℂ}
    {A' : Matrix l m ℂ} {B' : Matrix m n ℂ} {t : ℝ}
    (hA : HasMatDeriv A A' t) (hB : HasMatDeriv B B' t) :
    HasMatDeriv (fun s => A s * B s) (A' * B t + A t * B') t := by
  intro i j
  have h := HasDerivAt.fun_sum (u := Finset.univ)
    fun k _ => (hA i k).fun_mul (hB k j)
  simpa only [Matrix.mul_apply, Matrix.add_apply, Finset.sum_add_distrib] using h

/-- The pseudo-Hamiltonian and the overlap are differentiable when `H` and `T` are, with
derivatives given by the product rule. -/
theorem hasMatDeriv_pseudo {H : ℝ → Matrix m m ℂ} {T : ℝ → Matrix m n ℂ}
    {H' : Matrix m m ℂ} {T' : Matrix m n ℂ} {t : ℝ}
    (hH : HasMatDeriv H H' t) (hT : HasMatDeriv T T' t) :
    HasMatDeriv (fun s => pseudoH (H s) (T s))
      ((T'ᴴ * H t + (T t)ᴴ * H') * T t + (T t)ᴴ * H t * T') t ∧
    HasMatDeriv (fun s => overlap (T s)) (T'ᴴ * T t + (T t)ᴴ * T') t := by
  have hstar : HasMatDeriv (fun s => (T s)ᴴ) T'ᴴ t := fun i j => (hT j i).star
  exact ⟨(hstar.mul hH).mul hT, hstar.mul hT⟩

variable [Fintype n]

/-- Let `H` and `T` be differentiable at `t₀`, with `H` Hermitian there and `T` square or not. For
real `e`, the matrix element of `H~' - e S'` between `d` and `c` is the Hellmann-Feynman term plus
two terms that pair the motion of `T` with the residuals. -/
theorem force_eq_hellmannFeynman_add_residual
    {H : ℝ → Matrix m m ℂ} {T : ℝ → Matrix m n ℂ}
    {H' : Matrix m m ℂ} {T' : Matrix m n ℂ} {Hp' S' : Matrix n n ℂ} {t₀ : ℝ}
    (hH : HasMatDeriv H H' t₀) (hT : HasMatDeriv T T' t₀)
    (hHp : HasMatDeriv (fun t => pseudoH (H t) (T t)) Hp' t₀)
    (hS : HasMatDeriv (fun t => overlap (T t)) S' t₀)
    (herm : (H t₀).IsHermitian) (e : ℝ) (d c : n → ℂ) :
    star d ⬝ᵥ ((Hp' - (e : ℂ) • S') *ᵥ c) =
      star (T t₀ *ᵥ d) ⬝ᵥ (H' *ᵥ (T t₀ *ᵥ c))
        + star (T' *ᵥ d) ⬝ᵥ residual (H t₀) (T t₀) e c
        + star (residual (H t₀) (T t₀) e d) ⬝ᵥ (T' *ᵥ c) := by
  obtain ⟨h1, h2⟩ := hasMatDeriv_pseudo hH hT
  -- derivatives are unique, so the product rule gives `Hp'` and `S'`
  have e1 : Hp' = (T'ᴴ * H t₀ + (T t₀)ᴴ * H') * T t₀ + (T t₀)ᴴ * H t₀ * T' := by
    ext i j
    exact (hHp i j).unique (h1 i j)
  have e2 : S' = T'ᴴ * T t₀ + (T t₀)ᴴ * T' := by
    ext i j
    exact (hS i j).unique (h2 i j)
  have hres : ∀ v, residual (H t₀) (T t₀) e v
      = (H t₀ * T t₀ - (e : ℂ) • T t₀) *ᵥ v := by
    intro v
    rw [residual, Matrix.sub_mulVec, Matrix.smul_mulVec, Matrix.mulVec_mulVec]
  -- moving a factor to the left slot of the inner product
  have sandwich : ∀ A B : Matrix m n ℂ,
      star d ⬝ᵥ ((Aᴴ * B) *ᵥ c) = star (A *ᵥ d) ⬝ᵥ (B *ᵥ c) := by
    intro A B
    rw [← Matrix.mulVec_mulVec, Matrix.dotProduct_mulVec (star d) Aᴴ, Matrix.star_mulVec]
  -- regrouping the force matrix around `H T - e T`
  have key : Hp' - (e : ℂ) • S' = (T t₀)ᴴ * (H' * T t₀)
      + T'ᴴ * (H t₀ * T t₀ - (e : ℂ) • T t₀)
      + (H t₀ * T t₀ - (e : ℂ) • T t₀)ᴴ * T' := by
    rw [e1, e2, Matrix.conjTranspose_sub, Matrix.conjTranspose_mul,
      Matrix.conjTranspose_smul, herm.eq, Complex.star_def, Complex.conj_ofReal]
    simp only [Matrix.add_mul, Matrix.mul_sub, Matrix.sub_mul, Matrix.mul_smul,
      Matrix.smul_mul, Matrix.mul_assoc]
    module
  rw [key, Matrix.add_mulVec, Matrix.add_mulVec, dotProduct_add, dotProduct_add,
    sandwich, sandwich, sandwich, hres, hres, Matrix.mulVec_mulVec]

/-- For invertible `T`, a pseudo vector `c` solves the generalized eigenproblem at `e` exactly
when `T c` solves the all-electron eigenvalue equation at `e`. -/
theorem pseudo_eigen_iff [DecidableEq n] {H T : Matrix n n ℂ} (hT : IsUnit T)
    (e : ℝ) (c : n → ℂ) :
    pseudoH H T *ᵥ c = (e : ℂ) • (overlap T *ᵥ c) ↔
      H *ᵥ (T *ᵥ c) = (e : ℂ) • (T *ᵥ c) := by
  constructor
  · intro h
    obtain ⟨u, rfl⟩ := hT
    have hinv : ((↑u⁻¹ : Matrix n n ℂ))ᴴ * (↑u : Matrix n n ℂ)ᴴ = 1 := by
      rw [← Matrix.conjTranspose_mul, Units.mul_inv, Matrix.conjTranspose_one]
    -- cancel the adjoint of `T` from the left
    have h2 := congrArg (fun v => ((↑u⁻¹ : Matrix n n ℂ))ᴴ *ᵥ v) h
    simpa only [pseudoH, overlap, Matrix.mulVec_smul, Matrix.mulVec_mulVec,
      ← Matrix.mul_assoc, hinv, Matrix.one_mul] using h2
  · intro h
    simp only [pseudoH, overlap, ← Matrix.mulVec_mulVec, h, Matrix.mulVec_smul]

/-- PAW force matrix of a level: if `H` and `T` are differentiable at `t₀`, `H` is Hermitian and `T`
invertible there, and `c`, `d` solve the generalized eigenproblem at the same real `e`, then the
matrix element of `H~' - e S'` between them is that of `H'` between `T d` and `T c`. -/
theorem paw_force_matrix [DecidableEq n] {H T : ℝ → Matrix n n ℂ}
    {H' T' Hp' S' : Matrix n n ℂ} {t₀ : ℝ}
    (hH : HasMatDeriv H H' t₀) (hT : HasMatDeriv T T' t₀)
    (hHp : HasMatDeriv (fun t => pseudoH (H t) (T t)) Hp' t₀)
    (hS : HasMatDeriv (fun t => overlap (T t)) S' t₀)
    (herm : (H t₀).IsHermitian) (hinv : IsUnit (T t₀)) {e : ℝ} {d c : n → ℂ}
    (hd : pseudoH (H t₀) (T t₀) *ᵥ d = (e : ℂ) • (overlap (T t₀) *ᵥ d))
    (hc : pseudoH (H t₀) (T t₀) *ᵥ c = (e : ℂ) • (overlap (T t₀) *ᵥ c)) :
    star d ⬝ᵥ ((Hp' - (e : ℂ) • S') *ᵥ c) =
      star (T t₀ *ᵥ d) ⬝ᵥ (H' *ᵥ (T t₀ *ᵥ c)) := by
  have rd : residual (H t₀) (T t₀) e d = 0 :=
    sub_eq_zero.mpr ((pseudo_eigen_iff hinv e d).mp hd)
  have rc : residual (H t₀) (T t₀) e c = 0 :=
    sub_eq_zero.mpr ((pseudo_eigen_iff hinv e c).mp hc)
  rw [force_eq_hellmannFeynman_add_residual hH hT hHp hS herm, rd, rc, star_zero,
    dotProduct_zero, zero_dotProduct, add_zero, add_zero]

/-- PAW force on one state: if `H` and `T` are differentiable at `t₀`, `H` is Hermitian and `T`
invertible there, and `H~ c = e S c` there with `e` real, then
`<c, (H~' - e S') c> = <T c, H' T c>`. -/
theorem paw_force [DecidableEq n] {H T : ℝ → Matrix n n ℂ}
    {H' T' Hp' S' : Matrix n n ℂ} {t₀ : ℝ}
    (hH : HasMatDeriv H H' t₀) (hT : HasMatDeriv T T' t₀)
    (hHp : HasMatDeriv (fun t => pseudoH (H t) (T t)) Hp' t₀)
    (hS : HasMatDeriv (fun t => overlap (T t)) S' t₀)
    (herm : (H t₀).IsHermitian) (hinv : IsUnit (T t₀)) {e : ℝ} {c : n → ℂ}
    (hc : pseudoH (H t₀) (T t₀) *ᵥ c = (e : ℂ) • (overlap (T t₀) *ᵥ c)) :
    star c ⬝ᵥ ((Hp' - (e : ℂ) • S') *ᵥ c) =
      star (T t₀ *ᵥ c) ⬝ᵥ (H' *ᵥ (T t₀ *ᵥ c)) :=
  paw_force_matrix hH hT hHp hS herm hinv hc hc

/-- A constant two-level Hamiltonian with all entries equal to one. -/
def twoLevel : Matrix (Fin 2) (Fin 2) ℂ := !![1, 1; 1, 1]

/-- A transformation that stretches the first basis function by the factor `1 + t`. -/
def stretch (t : ℝ) : Matrix (Fin 2) (Fin 2) ℂ := 1 + (t : ℂ) • !![1, 0; 0, 0]

/-- A single moving orbital `(1, t)` in the two-level space. -/
def orbital (t : ℝ) : Matrix (Fin 2) (Fin 1) ℂ := !![1; 0] + (t : ℂ) • !![0; 1]

/-- A matrix function `A + t B` has derivative `B`. -/
theorem hasMatDeriv_affine {ι κ : Type*} (A B : Matrix ι κ ℂ) (t : ℝ) :
    HasMatDeriv (fun s : ℝ => A + (s : ℂ) • B) B t := by
  intro i j
  have h : HasDerivAt (fun s : ℝ => (s : ℂ)) 1 t := by
    simpa using (hasDerivAt_id t).ofReal_comp
  exact ((h.mul_const (B i j)).const_add (A i j)).congr_deriv (one_mul _)

/-- For the constant two-level Hamiltonian and the stretch at `t = 0`, the vector `(1, 1)` solves
the generalized eigenproblem at `e = 2`; the term from `H~'` and the overlap term are both 4. -/
theorem paw_force_witness :
    twoLevel.IsHermitian ∧ IsUnit (stretch 0) ∧
    pseudoH twoLevel (stretch 0) *ᵥ ![1, 1]
      = ((2 : ℝ) : ℂ) • (overlap (stretch 0) *ᵥ ![1, 1]) ∧
    HasMatDeriv (fun t => pseudoH twoLevel (stretch t)) !![2, 1; 1, 0] 0 ∧
    HasMatDeriv (fun t => overlap (stretch t)) !![2, 0; 0, 0] 0 ∧
    star ![1, 1] ⬝ᵥ (!![2, 1; 1, 0] *ᵥ ![1, 1]) = (4 : ℂ) ∧
    2 * (star ![1, 1] ⬝ᵥ (!![2, 0; 0, 0] *ᵥ ![1, 1])) = (4 : ℂ) := by
  have hH : HasMatDeriv (fun _ => twoLevel) 0 0 := fun i j => hasDerivAt_const _ _
  have hT : HasMatDeriv stretch !![1, 0; 0, 0] 0 := hasMatDeriv_affine _ _ _
  have h0 : stretch 0 = 1 := by simp [stretch]
  obtain ⟨h1, h2⟩ := hasMatDeriv_pseudo hH hT
  refine ⟨?_, ?_, ?_, ?_, ?_, ?_, ?_⟩
  · ext i j
    fin_cases i <;> fin_cases j <;> simp [twoLevel]
  · rw [h0]
    exact isUnit_one
  · rw [h0]
    ext i
    fin_cases i <;> simp [pseudoH, overlap, twoLevel] <;> norm_num
  · convert h1 using 1
    rw [h0]
    ext i j
    fin_cases i <;> fin_cases j <;>
      simp [twoLevel, Matrix.mul_apply, Fin.sum_univ_succ]
    norm_num
  · convert h2 using 1
    rw [h0]
    ext i j
    fin_cases i <;> fin_cases j <;> simp
    norm_num
  · simp [Matrix.mulVec, dotProduct, Fin.sum_univ_succ]
    norm_num
  · simp [Matrix.mulVec, dotProduct, Fin.sum_univ_succ]
    norm_num

/-- With the single moving orbital the generalized eigenproblem holds at `t = 0` with `e = 1`,
yet the generalized force is 2 although the Hamiltonian is constant. -/
theorem incomplete_basis_force :
    pseudoH twoLevel (orbital 0) *ᵥ ![1]
      = ((1 : ℝ) : ℂ) • (overlap (orbital 0) *ᵥ ![1]) ∧
    HasMatDeriv (fun t => pseudoH twoLevel (orbital t)) !![2] 0 ∧
    HasMatDeriv (fun t => overlap (orbital t)) !![0] 0 ∧
    star ![1] ⬝ᵥ ((!![2] - ((1 : ℝ) : ℂ) • !![0]) *ᵥ ![1]) = (2 : ℂ) := by
  have hH : HasMatDeriv (fun _ => twoLevel) 0 0 := fun i j => hasDerivAt_const _ _
  have hT : HasMatDeriv orbital !![0; 1] 0 := hasMatDeriv_affine _ _ _
  have h0 : orbital 0 = !![1; 0] := by simp [orbital]
  obtain ⟨h1, h2⟩ := hasMatDeriv_pseudo hH hT
  refine ⟨?_, ?_, ?_, ?_⟩
  · rw [h0]
    ext i
    fin_cases i
    simp [pseudoH, overlap, twoLevel, Matrix.mulVec, dotProduct, Matrix.mul_apply,
      Fin.sum_univ_succ]
  · convert h1 using 1
    rw [h0]
    ext i j
    fin_cases i
    fin_cases j
    simp [twoLevel, Matrix.mul_apply, Fin.sum_univ_succ]
    norm_num
  · convert h2 using 1
    rw [h0]
    ext i j
    fin_cases i
    fin_cases j
    simp [Matrix.mul_apply, Fin.sum_univ_succ]
  · simp [Matrix.mulVec, dotProduct]

end

end PAWForces
```

```lean
#print axioms PAWForces.paw_force
-- 'PAWForces.paw_force' depends on axioms: [propext, Classical.choice, Quot.sound]
#print axioms PAWForces.incomplete_basis_force
-- 'PAWForces.incomplete_basis_force' depends on axioms: [propext, Classical.choice, Quot.sound]
```

## From the product rule to the vanishing residuals

`HasMatDeriv.mul` proves the product rule by writing each entry of a matrix product as a finite sum and differentiating the summands. `hasMatDeriv_pseudo` adds the derivative of the adjoint, which is the adjoint of the derivative because t is real, and so obtains H̃′ and S′.

`force_eq_hellmannFeynman_add_residual` is the identity with two residual terms, stated for rectangular T as well. In its proof, `e1` and `e2` use the uniqueness of derivatives to identify `Hp'` and `S'` with the product-rule expressions. The step `key` is the regrouping around HT − eT; it uses Hermiticity through `herm.eq` and the reality of e through `Complex.conj_ofReal`, and `module` closes the remaining linear identity. The step `sandwich` moves an adjoint factor into the left slot of the inner product, once for each of the three terms.

`pseudo_eigen_iff` shows that, for invertible T, the pseudo and all-electron eigenvalue equations are equivalent. The forward direction multiplies by the inverse of T†; the reverse direction multiplies by T†. In `paw_force_matrix` this equivalence gives `rd` and `rc`, the vanishing of the two residuals, and substituting them into the general identity leaves the Hellmann-Feynman term. `paw_force` then sets d = c.

The two examples use `hasMatDeriv_affine`, which differentiates A + tB. `paw_force_witness` checks the assumptions on H, T and c for the stretch and evaluates the two terms equal to 4. `incomplete_basis_force` does the corresponding calculation for the single orbital and finds the surviving value 2. In both, the general product rule supplies the derivatives, and the entries are then computed one by one.
